# Where the Wigner function of a superposition of the two lowest oscillator states is negative

Q: Suppose I draw starting positions and momenta for classical trajectories from the Wigner function of a vibrational mode. In the ground state this works, because the function is a positive Gaussian. With one quantum in the mode, some phase-space points get a negative "probability", and my sampling breaks down. Where are these points, and what happens in a superposition?

A: For a single harmonic mode in the pure state $\psi=a\psi_0+b\psi_1$, there is a closed answer. Take units $\hbar=m=\omega=1$, complex amplitudes $a,b$, and

$$\psi_0(x)=\pi^{-1/4}e^{-x^2/2},\qquad \psi_1(x)=\sqrt2\,\pi^{-1/4}x\,e^{-x^2/2}.$$

The Wigner function at position $x$ and momentum $p$ is

$$W(x,p)=\frac1\pi\int\overline{\psi(x+y)}\,\psi(x-y)\,e^{2ipy}\,dy=\frac{|a+\sqrt2(x-ip)b|^2-|b|^2}{\pi}\,e^{-x^2-p^2}.$$

It is negative exactly where $|a+\sqrt2(x-ip)b|<|b|$. For $b\neq0$ this is a disc of radius $1/\sqrt2$, centred where $x-ip=-a/(\sqrt2\,b)$. For $\psi_1$ alone it is $x^2+p^2<1/2$.

Q: Derive it before you show me any code.

A: Since $\tfrac12(x+y)^2+\tfrac12(x-y)^2=x^2+y^2$, the integrand is $\pi^{-1/2}e^{-x^2}(c_0+c_1y+c_2y^2)\,g(y)$ with $g(y)=e^{-y^2+2ipy}$. Multiplying out $(\bar a+\sqrt2\,\bar b(x+y))(a+\sqrt2\,b(x-y))$ gives

$$c_0=|a+\sqrt2\,bx|^2,\quad c_1=\sqrt2(\bar b a-b\bar a),\quad c_2=-2|b|^2.$$

The Gaussian Fourier integral is $\int g\,dy=\sqrt\pi\,e^{-p^2}$. The other two moments follow from total derivatives, which integrate to zero:

- $g'=(-2y+2ip)g$ gives $\int yg\,dy=ip\int g\,dy$.
- $(yg)'=g+(-2y^2+2ipy)g$ gives $\int y^2g\,dy=(\tfrac12-p^2)\int g\,dy$.

The polynomial therefore contributes

$$c_0+ip\,c_1+(\tfrac12-p^2)c_2=|a+\sqrt2\,bx|^2+\sqrt2\,ip(\bar ba-b\bar a)+2p^2|b|^2-|b|^2.$$

The first three terms are $|a+\sqrt2(x-ip)b|^2$ expanded in powers of $p$. The factors $\pi^{-1/2}$ and $\sqrt\pi$ cancel, and the formula is left. Its Gaussian weight is positive, so the bracket decides the sign.

For $a=0$, $b=1$ the bracket is $2(x^2+p^2)-1$. The product $\psi_1(x+y)\psi_1(x-y)$ is real and even in $y$, so the sine part of the phase integrates to zero and a cosine integral remains.

Q: Now the formal version. Are these my wavefunctions, or something that merely resembles them?

A: They are the explicit functions above. The name `amp` stands for the normalisation constant $\pi^{-1/4}$, not for a superposition amplitude.

```lean
import Mathlib

open MeasureTheory
open scoped Real ComplexConjugate

namespace OscillatorWigner

noncomputable section

/-- The normalisation amplitude `π^(-1/4)` of the oscillator wavefunctions. -/
def amp : ℝ := π ^ (-(1 / 4) : ℝ)

/-- The oscillator ground state `π^(-1/4) exp(-x²/2)`, in units `ħ = m = ω = 1`. -/
def ground (x : ℝ) : ℝ := amp * Real.exp (-x ^ 2 / 2)

/-- The first excited oscillator state `√2 π^(-1/4) x exp(-x²/2)`. -/
def excited (x : ℝ) : ℝ := √2 * amp * x * Real.exp (-x ^ 2 / 2)
```

Q: Nothing forces $|a|^2+|b|^2=1$.

A: Correct: `superposition` accepts any complex pair. If yours is nonzero but unnormalised, divide $W$ by $|a|^2+|b|^2$; the sign is unaffected.

```lean
/-- The superposition of ground and first excited state with complex amplitudes `a` and `b`. -/
def superposition (a b : ℂ) (x : ℝ) : ℂ := a * (ground x : ℂ) + b * (excited x : ℂ)

/-- The Wigner function `(1/π) ∫ conj ψ(x+y) ψ(x-y) exp(2ipy) dy` of a wavefunction `ψ`. -/
def wigner (ψ : ℝ → ℂ) (x p : ℝ) : ℂ :=
  1 / (π : ℂ) * ∫ y : ℝ, conj (ψ (x + y)) * ψ (x - y) * Complex.exp (2 * Complex.I * p * y)
```

Q: `wigner` returns a complex number, and the negativity statements take its real part. Could that hide an imaginary part?

A: No. `wigner_superposition` equates the complex value with a real number regarded as complex, so the imaginary part is zero. The other results read as follows:

- `wigner_neg_iff` gives the inequality for the negative region, with `‖·‖` as the complex modulus.
- `exists_wigner_neg_iff` says that a negative point exists exactly when $b\neq0$.
- `wigner_excited` and `wigner_excited_neg_iff` treat $\psi_1$ with the real cosine integral and contain no complex numbers in their statements.

Q: And what must I supply myself?

A: The identification of your mode with this state. That $\psi_0$ and $\psi_1$ are the lowest eigenfunctions of the oscillator Hamiltonian is textbook input, and a real mode may be anharmonic, thermally mixed or coupled to others. In ordinary units, $x$ is measured in $\sqrt{\hbar/(m\omega)}$ and $p$ in $\sqrt{\hbar m\omega}$.

Q: Then take me through the proof. Where is $g$?

A: It is `gaussWave`, and its derivative is the first identity used for the moments.

```lean
/-- The Gaussian-damped plane wave `exp(-y² + 2ipy)`. -/
def gaussWave (p y : ℝ) : ℂ := Complex.exp (-(y : ℂ) ^ 2 + 2 * Complex.I * p * y)

/-- The slope of the damped plane wave is `(-2y + 2ip)` times the wave. -/
theorem hasDerivAt_gaussWave (p y : ℝ) :
    HasDerivAt (gaussWave p) ((-2 * y + 2 * Complex.I * p) * gaussWave p y) y := by
  have h1 : HasDerivAt (fun t : ℝ => (t : ℂ)) 1 y := by
    simpa using (hasDerivAt_id y).ofReal_comp
  have hsq : HasDerivAt (fun t : ℝ => (t : ℂ) ^ 2) (2 * (y : ℂ)) y := by
    simpa using h1.fun_pow 2
  have h2 : HasDerivAt (gaussWave p) _ y :=
    (hsq.fun_neg.fun_add (h1.const_mul (2 * Complex.I * (p : ℂ)))).cexp
  refine h2.congr_deriv ?_
  simp only [gaussWave]
  ring
```

Q: Lean assigns the value zero to an integral that doesn't converge. How do I know that this isn't happening here?

A: The next lemma shows that any quadratic polynomial times $g$ is integrable. The plane wave has modulus one, so each power of $y$ is compared with the same power of $|y|$ times a real Gaussian.

```lean
/-- A quadratic polynomial times the damped plane wave is integrable over the line. -/
theorem integrable_quadratic (c₀ c₁ c₂ : ℂ) (p : ℝ) :
    Integrable (fun y : ℝ => (c₀ + c₁ * y + c₂ * (y : ℂ) ^ 2) * gaussWave p y) := by
  have hm : ∀ n : ℕ, Integrable (fun y : ℝ => (y : ℂ) ^ n * gaussWave p y) := by
    intro n
    have hn : (-1 : ℝ) < (n : ℝ) := by
      have : (0 : ℝ) ≤ (n : ℝ) := Nat.cast_nonneg n
      linarith
    have h := integrable_rpow_mul_exp_neg_mul_sq (b := 1) one_pos hn
    have hcont : Continuous (fun y : ℝ => (y : ℂ) ^ n * gaussWave p y) := by
      unfold gaussWave
      fun_prop
    refine h.mono hcont.aestronglyMeasurable (ae_of_all _ fun y => le_of_eq ?_)
    -- the plane wave is a pure phase, so only the Gaussian is left in the norm
    have hg : ‖gaussWave p y‖ = Real.exp (-1 * y ^ 2) := by
      rw [gaussWave, Complex.norm_exp]
      congr 1
      simp [pow_two]
    simp only [norm_mul, norm_pow, hg, Complex.norm_real, Real.rpow_natCast,
      Real.norm_eq_abs, Real.abs_exp]
  refine ((((hm 0).const_mul c₀).add ((hm 1).const_mul c₁)).add
    ((hm 2).const_mul c₂)).congr (ae_of_all _ fun y => ?_)
  simp only [Pi.add_apply]
  ring
```

The moments come next. `h0` is the Fourier integral, and `hz` says that the derivative of $(\alpha+\beta y)g$ integrates to zero. Instead of finding the two moments in turn, the proof adds one such derivative, with $\alpha=(c_1+ip\,c_2)/2$ and $\beta=c_2/2$. This removes the $y$ and $y^2$ terms together and leaves a constant times $g$.

```lean
/-- Under the damped plane wave, `1`, `y` and `y²` integrate to `1`, `ip` and `1/2 - p²`
times `√π exp(-p²)`. -/
theorem integral_quadratic (c₀ c₁ c₂ : ℂ) (p : ℝ) :
    ∫ y : ℝ, (c₀ + c₁ * y + c₂ * (y : ℂ) ^ 2) * gaussWave p y =
      (c₀ + c₁ * (Complex.I * p) + c₂ * (1 / 2 - (p : ℂ) ^ 2)) *
        (((√π : ℝ) : ℂ) * ((Real.exp (-p ^ 2) : ℝ) : ℂ)) := by
  -- the Fourier integral of the Gaussian
  have h0 : ∫ y : ℝ, gaussWave p y = ((√π : ℝ) : ℂ) * ((Real.exp (-p ^ 2) : ℝ) : ℂ) := by
    have h := integral_cexp_quadratic (b := -1) (by simp) (2 * Complex.I * p) 0
    have hs : (π : ℂ) ^ (1 / 2 : ℂ) = ((√π : ℝ) : ℂ) := by
      rw [Real.sqrt_eq_rpow, Complex.ofReal_cpow Real.pi_pos.le]
      norm_num
    have he : (0 - (2 * Complex.I * p) ^ 2 / (4 * (-1)) : ℂ) = -(p : ℂ) ^ 2 := by
      linear_combination (p : ℂ) ^ 2 * Complex.I_sq
    rw [neg_neg, div_one, hs, he] at h
    push_cast
    rw [← h]
    refine integral_congr_ae (ae_of_all _ fun y => ?_)
    simp only [gaussWave]
    congr 1
    ring
  -- total derivatives of (α + β y) times the wave integrate to zero
  have hz : ∀ α β : ℂ, ∫ y : ℝ, ((β + 2 * Complex.I * p * α) +
      (-2 * α + 2 * Complex.I * p * β) * y + (-2 * β) * (y : ℂ) ^ 2) * gaussWave p y = 0 := by
    intro α β
    refine integral_eq_zero_of_hasDerivAt_of_integrable
      (f := fun y : ℝ => (α + β * y) * gaussWave p y) (fun y => ?_)
      (integrable_quadratic _ _ _ p) (by simpa using integrable_quadratic α β 0 p)
    have h1 : HasDerivAt (fun t : ℝ => (t : ℂ)) 1 y := by
      simpa using (hasDerivAt_id y).ofReal_comp
    refine (((h1.const_mul β).const_add α).fun_mul (hasDerivAt_gaussWave p y)).congr_deriv ?_
    ring
  have hi : Integrable (gaussWave p) := by simpa using integrable_quadratic 1 0 0 p
  rw [← h0, ← integral_const_mul,
    ← add_zero (∫ y : ℝ, (c₀ + c₁ * y + c₂ * (y : ℂ) ^ 2) * gaussWave p y),
    ← hz ((c₁ + Complex.I * p * c₂) / 2) (c₂ / 2),
    ← integral_add (integrable_quadratic _ _ _ p) (integrable_quadratic _ _ _ p)]
  refine integral_congr_ae (ae_of_all _ fun y => ?_)
  beta_reduce
  linear_combination c₂ * (p : ℂ) ^ 2 * gaussWave p y * Complex.I_sq
```

Q: Does the Wigner integrand really have that form?

A: Yes. In the next lemma, `hE` combines the three exponentials, and `linear_combination` multiplies out the polynomial to give $c_0$, $c_1$ and $c_2$.

```lean
/-- For the superposition, the integrand of the Wigner function is a quadratic polynomial
in `y` times the damped plane wave. -/
theorem wigner_integrand (a b : ℂ) (x p y : ℝ) :
    conj (superposition a b (x + y)) * superposition a b (x - y) *
        Complex.exp (2 * Complex.I * p * y) =
      ((amp : ℂ) ^ 2 * (Real.exp (-x ^ 2) : ℝ) *
          ((conj a + (√2 : ℝ) * conj b * x) * (a + (√2 : ℝ) * b * x)) +
        (amp : ℂ) ^ 2 * (Real.exp (-x ^ 2) : ℝ) * ((√2 : ℝ) * (conj b * a - b * conj a)) * y +
        (amp : ℂ) ^ 2 * (Real.exp (-x ^ 2) : ℝ) * (-((√2 : ℝ) : ℂ) ^ 2 * b * conj b) *
          (y : ℂ) ^ 2) * gaussWave p y := by
  have hE : ((Real.exp (-(x + y) ^ 2 / 2) : ℝ) : ℂ) * ((Real.exp (-(x - y) ^ 2 / 2) : ℝ) : ℂ) *
      Complex.exp (2 * Complex.I * p * y) = ((Real.exp (-x ^ 2) : ℝ) : ℂ) * gaussWave p y := by
    unfold gaussWave
    push_cast
    rw [← Complex.exp_add, ← Complex.exp_add, ← Complex.exp_add]
    congr 1
    ring
  simp only [superposition, ground, excited, map_add, map_mul, Complex.conj_ofReal,
    Complex.ofReal_mul, Complex.ofReal_add, Complex.ofReal_sub]
  linear_combination (amp : ℂ) ^ 2 * (conj a + (√2 : ℝ) * conj b * (x + y)) *
    (a + (√2 : ℝ) * b * (x - y)) * hE
```

The closed formula follows by inserting the moments. `hc` is the cancellation $\pi^{-1/2}\sqrt\pi=1$, and `hn` writes a squared modulus as $\bar z z$. The last step checks the collected terms using only `hc`, $(\sqrt2)^2=2$ and $i^2=-1$.

```lean
/-- The Wigner function of `a ψ₀ + b ψ₁` is
`(|a + √2 (x - ip) b|² - |b|²) exp(-x² - p²) / π`. -/
theorem wigner_superposition (a b : ℂ) (x p : ℝ) :
    wigner (superposition a b) x p =
      (((‖a + (√2 : ℝ) * (x - Complex.I * p) * b‖ ^ 2 - ‖b‖ ^ 2) *
        Real.exp (-x ^ 2 - p ^ 2) / π : ℝ) : ℂ) := by
  have hc : (amp : ℂ) ^ 2 * ((√π : ℝ) : ℂ) = 1 := by
    have h : amp ^ 2 * √π = 1 := by
      rw [pow_two, amp, Real.sqrt_eq_rpow, ← Real.rpow_add Real.pi_pos,
        ← Real.rpow_add Real.pi_pos]
      norm_num
    exact_mod_cast h
  have h2 : ((√2 : ℝ) : ℂ) ^ 2 = 2 := by
    have h : (√2 : ℝ) ^ 2 = 2 := Real.sq_sqrt (by norm_num)
    exact_mod_cast h
  have hn : ∀ z : ℂ, ((‖z‖ : ℝ) : ℂ) ^ 2 = conj z * z := fun z => (Complex.conj_mul' z).symm
  have hexp : ((Real.exp (-x ^ 2 - p ^ 2) : ℝ) : ℂ) =
      ((Real.exp (-x ^ 2) : ℝ) : ℂ) * ((Real.exp (-p ^ 2) : ℝ) : ℂ) := by
    rw [← Complex.ofReal_mul, ← Real.exp_add, sub_eq_add_neg]
  rw [wigner, integral_congr_ae (ae_of_all _ (wigner_integrand a b x p)), integral_quadratic,
    Complex.ofReal_div, Complex.ofReal_mul, Complex.ofReal_sub, Complex.ofReal_pow,
    Complex.ofReal_pow, hn, hn, hexp]
  simp only [map_add, map_mul, map_sub, Complex.conj_ofReal, Complex.conj_I]
  -- normalisation, (√2)² = 2 and i² = -1 are all that is needed
  linear_combination
    ((conj a + (√2 : ℝ) * conj b * x) * (a + (√2 : ℝ) * b * x) +
      (√2 : ℝ) * (conj b * a - b * conj a) * (Complex.I * p) -
      ((√2 : ℝ) : ℂ) ^ 2 * b * conj b * (1 / 2 - (p : ℂ) ^ 2)) *
      (Real.exp (-x ^ 2) : ℝ) * (Real.exp (-p ^ 2) : ℝ) / π * hc -
    1 / 2 * b * conj b * (Real.exp (-x ^ 2) : ℝ) * (Real.exp (-p ^ 2) : ℝ) / π * h2 +
    ((√2 : ℝ) : ℂ) ^ 2 * b * conj b * (p : ℂ) ^ 2 *
      (Real.exp (-x ^ 2) : ℝ) * (Real.exp (-p ^ 2) : ℝ) / π * Complex.I_sq
```

Q: And the sign?

A: One lemma removes the positive weight. The comparison of squared moduli then becomes a comparison of moduli, since both are nonnegative.

```lean
/-- A real prefactor `u` times the phase-space Gaussian is negative exactly when `u` is. -/
theorem weight_neg_iff (u x p : ℝ) : u * Real.exp (-x ^ 2 - p ^ 2) / π < 0 ↔ u < 0 := by
  have hw : 0 < Real.exp (-x ^ 2 - p ^ 2) / π := div_pos (Real.exp_pos _) Real.pi_pos
  rw [mul_div_assoc]
  refine ⟨fun h => ?_, fun h => mul_neg_of_neg_of_pos h hw⟩
  by_contra hc
  exact absurd h (not_lt_of_ge (mul_nonneg (not_lt.mp hc) hw.le))

/-- The Wigner function of `a ψ₀ + b ψ₁` is negative exactly at the phase-space points with
`|a + √2 (x - ip) b| < |b|`. -/
theorem wigner_neg_iff (a b : ℂ) (x p : ℝ) :
    (wigner (superposition a b) x p).re < 0 ↔
      ‖a + (√2 : ℝ) * (x - Complex.I * p) * b‖ < ‖b‖ := by
  rw [wigner_superposition, Complex.ofReal_re, weight_neg_iff, sub_neg, sq_lt_sq,
    abs_norm, abs_norm]
```

For existence, if $b=0$ the condition would require a modulus below zero. If $b\neq0$, the proof solves $a+\sqrt2\,zb=0$ and takes $x=\operatorname{Re}z$, $p=-\operatorname{Im}z$, so that $x-ip=z$. This is the centre of the disc, where the condition reads $0<|b|$.

```lean
/-- The Wigner function of `a ψ₀ + b ψ₁` is negative somewhere in phase space exactly when
the excited state takes part, `b ≠ 0`. -/
theorem exists_wigner_neg_iff (a b : ℂ) :
    (∃ x p : ℝ, (wigner (superposition a b) x p).re < 0) ↔ b ≠ 0 := by
  constructor
  · rintro ⟨x, p, h⟩ hb
    rw [wigner_neg_iff, hb, norm_zero] at h
    exact absurd h (not_lt_of_ge (norm_nonneg _))
  · intro hb
    have hs : ((√2 : ℝ) : ℂ) ≠ 0 :=
      Complex.ofReal_ne_zero.mpr (Real.sqrt_pos.mpr (by norm_num)).ne'
    -- the centre of the negative disc
    obtain ⟨z, hz⟩ : ∃ z : ℂ, z * ((√2 : ℝ) * b) = -a :=
      ⟨-a / ((√2 : ℝ) * b), div_mul_cancel₀ _ (mul_ne_zero hs hb)⟩
    refine ⟨z.re, -z.im, ?_⟩
    have hxp : (z.re : ℂ) - Complex.I * ((-z.im : ℝ) : ℂ) = z := by
      apply Complex.ext <;> simp
    have h0 : a + (√2 : ℝ) * z * b = 0 := by linear_combination hz
    rw [wigner_neg_iff, hxp, h0, norm_zero]
    exact norm_pos_iff.mpr hb
```

Q: My original case was the first excited state. Is its cosine form recovered without a gap?

A: It is the case $a=0$, $b=1$. The proof takes real parts of both sides; integrability allows the real part to move inside the integral, where `hpt` turns the phase into $\cos(2py)$. The parity argument isn't needed, because the right-hand side is already known to be real.

```lean
/-- The Wigner function of the first excited state, written as a cosine integral, is
`(2(x² + p²) - 1) exp(-x² - p²) / π`. -/
theorem wigner_excited (x p : ℝ) :
    1 / π * ∫ y : ℝ, excited (x + y) * excited (x - y) * Real.cos (2 * p * y) =
      (2 * (x ^ 2 + p ^ 2) - 1) * Real.exp (-x ^ 2 - p ^ 2) / π := by
  have hint := (integrable_quadratic _ _ _ p).congr
    (ae_of_all _ fun y => (wigner_integrand 0 1 x p y).symm)
  have hre := Complex.reCLM.integral_comp_comm hint
  -- for a real wavefunction the real part of the phase is the cosine
  have hpt : ∀ y : ℝ, Complex.reCLM (conj (superposition 0 1 (x + y)) *
      superposition 0 1 (x - y) * Complex.exp (2 * Complex.I * p * y)) =
      excited (x + y) * excited (x - y) * Real.cos (2 * p * y) := by
    intro y
    have hs : ∀ u : ℝ, superposition 0 1 u = (excited u : ℂ) := fun u => by
      simp [superposition]
    have he : 2 * Complex.I * (p : ℂ) * y = ((2 * p * y : ℝ) : ℂ) * Complex.I := by
      push_cast
      ring
    rw [hs, hs, he, Complex.conj_ofReal, ← Complex.ofReal_mul, Complex.reCLM_apply,
      Complex.re_ofReal_mul, Complex.exp_ofReal_mul_I_re]
  have hnorm : ‖(0 : ℂ) + (√2 : ℝ) * (x - Complex.I * p) * 1‖ ^ 2 = 2 * (x ^ 2 + p ^ 2) := by
    have h1 : ((x : ℂ) - Complex.I * p).re = x := by simp
    have h2 : ((x : ℂ) - Complex.I * p).im = -p := by simp
    rw [zero_add, mul_one, norm_mul, mul_pow, Complex.sq_norm, Complex.sq_norm,
      Complex.normSq_ofReal, Real.mul_self_sqrt (by norm_num), Complex.normSq_apply, h1, h2]
    ring
  have h := congrArg Complex.re (wigner_superposition 0 1 x p)
  have hpi : (1 / (π : ℂ)) = ((1 / π : ℝ) : ℂ) := by push_cast; rfl
  rw [wigner, hpi, Complex.re_ofReal_mul, Complex.ofReal_re, hnorm, norm_one, one_pow] at h
  rw [← h, ← Complex.reCLM_apply, ← hre]
  congr 1
  exact integral_congr_ae (ae_of_all _ fun y => (hpt y).symm)
```

The disc then follows from the positive weight and a linear inequality. On its boundary $x^2+p^2=1/2$ the function is zero, which is why the inequality is strict.

```lean
/-- The Wigner function of the first excited state is negative exactly inside the
phase-space disc `x² + p² < 1/2`. -/
theorem wigner_excited_neg_iff (x p : ℝ) :
    1 / π * ∫ y : ℝ, excited (x + y) * excited (x - y) * Real.cos (2 * p * y) < 0 ↔
      x ^ 2 + p ^ 2 < 1 / 2 := by
  rw [wigner_excited, weight_neg_iff]
  constructor <;> intro h <;> linarith

end

end OscillatorWigner
```

```lean
#print axioms OscillatorWigner.exists_wigner_neg_iff
#print axioms OscillatorWigner.wigner_excited_neg_iff
```

```
'OscillatorWigner.exists_wigner_neg_iff' depends on axioms: [propext, Classical.choice, Quot.sound]
'OscillatorWigner.wigner_excited_neg_iff' depends on axioms: [propext, Classical.choice, Quot.sound]
```
